# The lower bound $4\sqrt{AK}$ on the energy of a one-dimensional Bloch wall

In a ferromagnet with one easy axis, two neighbouring domains can be magnetised in opposite directions along that axis. The magnetisation is taken to have constant magnitude, and between the two domains it turns through $180^\circ$. A slow turn keeps neighbouring moments nearly parallel but leaves many of them pointing away from the easy axis, and a fast turn does the reverse. How little energy can the wall cost?

Let $x$ be the coordinate normal to the wall and $t(x)$ the angle between magnetisation and easy axis. In a Bloch wall the magnetisation turns in the plane of the wall, so it creates no magnetic charge in the interior, and the magnetostatic energy is left out. The energy per unit area between $a$ and $b$ is then

$$E[a,b]=\int_a^b \left(A\,t'^2+K\sin^2 t\right)dx .$$

The exchange stiffness $A$ measures the cost of a twist between neighbouring moments. The anisotropy constant $K$ measures the cost of leaving the easy axis.

For $A,K\ge 0$, $a\le b$ and continuously differentiable $t$, the claim is

$$E[a,b]\ \ge\ 2\sqrt{AK}\,\bigl|\cos t(a)-\cos t(b)\bigr| .$$

For $A,K>0$, the profile $t(x)=2\arctan\bigl(e^{x\sqrt{K/A}}\bigr)$ attains it on every interval.

## Completing the square in the wall energy

Let $\sigma$ be $+1$ or $-1$. Since $\sigma^2=1$,

$$A t'^2+K\sin^2 t=\bigl(\sqrt A\,t'-\sigma\sqrt K\sin t\bigr)^2+2\sigma\sqrt{AK}\,\sin t\;t' .$$

The last term is a total derivative, because $\sin t\;t'=(-\cos t)'$. Integration gives

$$E[a,b]=2\sqrt{AK}\,\sigma\bigl(\cos t(a)-\cos t(b)\bigr)+\int_a^b\bigl(\sqrt A\,t'-\sigma\sqrt K\sin t\bigr)^2dx .$$

For $a\le b$ the remaining integral is nonnegative. Choosing $\sigma$ so that the boundary term is nonnegative yields the bound.

Now take $\sigma=1$, $A>0$ and $a<b$. The energy equals the boundary term exactly when the integral of the square vanishes. The square is continuous and nonnegative, so it must then be zero throughout $[a,b]$, which means

$$t'=\sqrt{K/A}\,\sin t .$$

To check the profile, put $c=\sqrt{K/A}$ and $u=e^{cx}$, so that $t=2\arctan u$ and $u'=cu$. Then

$$t'=\frac{2cu}{1+u^2},\qquad \sin t=2\,\frac{u}{\sqrt{1+u^2}}\,\frac{1}{\sqrt{1+u^2}}=\frac{2u}{1+u^2},$$

and hence $t'=c\sin t$.

For a complete wall, $t\to0$ as $x\to-\infty$ and $t\to\pi$ as $x\to+\infty$. On $[-L,L]$ the difference of cosines tends to $1-(-1)=2$, so the boundary term tends to $4\sqrt{AK}$.

## Energy and profile as Lean definitions

```lean
import Mathlib

open Filter Topology

namespace BlochWall

noncomputable section

/-- Energy per unit area on `[a, b]` of a magnetisation angle `t`, with exchange
stiffness `A` and uniaxial anisotropy constant `K`. -/
def wallEnergy (A K : ℝ) (t : ℝ → ℝ) (a b : ℝ) : ℝ :=
  ∫ x in a..b, (A * deriv t x ^ 2 + K * Real.sin (t x) ^ 2)
```

The angle is a function `t : ℝ → ℝ` on the whole line, and `wallEnergy` integrates over the part between `a` and `b`. Angles are in radians and are not reduced modulo $2\pi$. The constants `A` and `K` are plain real numbers; their signs enter as hypotheses of the theorems.

```lean
/-- The Bloch wall profile `2 arctan (exp (x √(K/A)))`, for `A > 0` and `K > 0`. -/
def wallProfile (A K : ℝ) (x : ℝ) : ℝ :=
  2 * Real.arctan (Real.exp (x * √(K / A)))
```

This profile has its centre at $x=0$, where the angle is $\pi/2$.

## The bound on a finite interval

The first theorem is the integrated identity above. The hypothesis `ContDiff ℝ 1 t` says that $t$ is continuously differentiable, and `σ ^ 2 = 1` encodes the sign. No order of `a` and `b` is needed yet.

```lean
/-- Completing the square: for `A, K ≥ 0`, a continuously differentiable angle and a sign
`σ = ±1`, the wall energy is a boundary term plus the integral of a square. -/
theorem wallEnergy_eq_boundary_add_square {A K : ℝ} (hA : 0 ≤ A) (hK : 0 ≤ K)
    {t : ℝ → ℝ} (ht : ContDiff ℝ 1 t) (a b : ℝ) {σ : ℝ} (hσ : σ ^ 2 = 1) :
    wallEnergy A K t a b =
      2 * √(A * K) * (σ * (Real.cos (t a) - Real.cos (t b))) +
        ∫ x in a..b, (√A * deriv t x - σ * √K * Real.sin (t x)) ^ 2 := by
  have hd : Continuous (deriv t) := ht.continuous_deriv (by norm_num)
  have hs : Continuous (fun x => Real.sin (t x)) := Real.continuous_sin.comp ht.continuous
  have ht' : ∀ x, HasDerivAt t (deriv t x) x :=
    fun x => (ht.differentiable (by norm_num) x).hasDerivAt
  -- the cross term is a total derivative
  have hF : ∫ x in a..b, Real.sin (t x) * deriv t x = Real.cos (t a) - Real.cos (t b) := by
    have h : ∫ x in a..b, Real.sin (t x) * deriv t x
        = -Real.cos (t b) - -Real.cos (t a) :=
      intervalIntegral.integral_eq_sub_of_hasDerivAt (f := fun x => -Real.cos (t x))
        (fun x _ => (ht' x).cos.fun_neg.congr_deriv (by ring))
        ((hs.mul hd).intervalIntegrable a b)
    rw [h]
    ring
  -- the square is completed pointwise
  have hp : ∀ x, A * deriv t x ^ 2 + K * Real.sin (t x) ^ 2 =
      2 * √(A * K) * σ * (Real.sin (t x) * deriv t x) +
        (√A * deriv t x - σ * √K * Real.sin (t x)) ^ 2 := by
    intro x
    rw [Real.sqrt_mul hA]
    linear_combination (-deriv t x ^ 2) * Real.sq_sqrt hA
      - Real.sin (t x) ^ 2 * Real.sq_sqrt hK - Real.sin (t x) ^ 2 * √K ^ 2 * hσ
  have h1 : IntervalIntegrable
      (fun x => 2 * √(A * K) * σ * (Real.sin (t x) * deriv t x)) MeasureTheory.volume a b :=
    (continuous_const.mul (hs.mul hd)).intervalIntegrable a b
  have h2 : IntervalIntegrable
      (fun x => (√A * deriv t x - σ * √K * Real.sin (t x)) ^ 2) MeasureTheory.volume a b :=
    (((continuous_const.mul hd).sub (continuous_const.mul hs)).pow 2).intervalIntegrable a b
  simp only [wallEnergy, hp]
  rw [intervalIntegral.integral_add h1 h2, intervalIntegral.integral_const_mul, hF]
  ring
```

Here `hF` integrates the total derivative by the fundamental theorem of calculus, and `hp` is the pointwise square. Its `linear_combination` uses $\sqrt A^2=A$, $\sqrt K^2=K$ and $\sigma^2=1$. Continuity supplies the integrability that is needed to split the integral in two.

```lean
/-- Bloch wall bound: for `A, K ≥ 0`, `a ≤ b` and a continuously differentiable angle, the
energy on `[a, b]` is at least `2 √(AK) |cos t(a) - cos t(b)|`. -/
theorem bloch_wall_bound {A K : ℝ} (hA : 0 ≤ A) (hK : 0 ≤ K)
    {t : ℝ → ℝ} (ht : ContDiff ℝ 1 t) {a b : ℝ} (hab : a ≤ b) :
    2 * √(A * K) * |Real.cos (t a) - Real.cos (t b)| ≤ wallEnergy A K t a b := by
  have key : ∀ σ : ℝ, σ ^ 2 = 1 →
      2 * √(A * K) * (σ * (Real.cos (t a) - Real.cos (t b))) ≤ wallEnergy A K t a b := by
    intro σ hσ
    rw [wallEnergy_eq_boundary_add_square hA hK ht a b hσ]
    exact le_add_of_nonneg_right
      (intervalIntegral.integral_nonneg hab (fun x _ => sq_nonneg _))
  -- choose the sign that makes the boundary term nonnegative
  rcases abs_choice (Real.cos (t a) - Real.cos (t b)) with h | h
  · have k := key 1 (by norm_num)
    rw [one_mul] at k
    rw [h]
    exact k
  · have k := key (-1) (by norm_num)
    rw [neg_one_mul] at k
    rw [h]
    exact k
```

The auxiliary statement `key` drops the nonnegative integral for either sign. `abs_choice` then distinguishes whether the absolute value equals the difference of cosines or its negative, and the proof takes $\sigma=1$ or $\sigma=-1$ accordingly.

## Profiles that attain the bound

The next theorem characterises equality for the signed boundary term, without the absolute value. It assumes `a < b`: at $a=b$ the energy and the boundary term are both zero whatever the slope of $t$ is.

```lean
/-- For `A > 0`, `K ≥ 0`, `a < b` and a continuously differentiable angle, the energy equals
`2 √(AK) (cos t(a) - cos t(b))` exactly when `t' = √(K/A) sin t` on all of `[a, b]`. -/
theorem wallEnergy_eq_iff {A K : ℝ} (hA : 0 < A) (hK : 0 ≤ K)
    {t : ℝ → ℝ} (ht : ContDiff ℝ 1 t) {a b : ℝ} (hab : a < b) :
    wallEnergy A K t a b = 2 * √(A * K) * (Real.cos (t a) - Real.cos (t b)) ↔
      ∀ x ∈ Set.Icc a b, deriv t x = √(K / A) * Real.sin (t x) := by
  have hd : Continuous (deriv t) := ht.continuous_deriv (by norm_num)
  have hs : Continuous (fun x => Real.sin (t x)) := Real.continuous_sin.comp ht.continuous
  have e := wallEnergy_eq_boundary_add_square hA.le hK ht a b (σ := 1) (by norm_num)
  have hq : √A * √(K / A) = √K := by
    rw [← Real.sqrt_mul hA.le]
    congr 1
    field_simp
  have hpt : ∀ x, √A * deriv t x - 1 * √K * Real.sin (t x) =
      √A * (deriv t x - √(K / A) * Real.sin (t x)) := by
    intro x
    linear_combination Real.sin (t x) * hq
  constructor
  · intro h x hx
    by_contra hne
    have hx0 : √A * deriv t x - 1 * √K * Real.sin (t x) ≠ 0 := by
      rw [hpt]
      exact mul_ne_zero (Real.sqrt_pos.mpr hA).ne' (sub_ne_zero.mpr hne)
    -- a continuous square that is nonzero somewhere has positive integral
    have hpos : 0 < ∫ x in a..b, (√A * deriv t x - 1 * √K * Real.sin (t x)) ^ 2 :=
      intervalIntegral.integral_pos hab
        (((continuous_const.mul hd).sub (continuous_const.mul hs)).pow 2).continuousOn
        (fun _ _ => sq_nonneg _)
        ⟨x, hx, lt_of_le_of_ne (sq_nonneg _) (Ne.symm (pow_ne_zero 2 hx0))⟩
    linarith
  · intro h
    have hz : ∫ x in a..b, (√A * deriv t x - 1 * √K * Real.sin (t x)) ^ 2 = 0 := by
      calc ∫ x in a..b, (√A * deriv t x - 1 * √K * Real.sin (t x)) ^ 2
          = ∫ _x in a..b, (0 : ℝ) := by
            refine intervalIntegral.integral_congr (fun x hx => ?_)
            rw [Set.uIcc_of_le hab.le] at hx
            show (√A * deriv t x - 1 * √K * Real.sin (t x)) ^ 2 = 0
            rw [hpt, h x hx]
            ring
        _ = 0 := by simp
    rw [e, hz]
    ring
```

The step `hpt` factors $\sqrt A$ out of the expression inside the square. In the forward direction, a point where the equation fails would make the square positive there, and `integral_pos` would make its integral positive, contrary to the assumed equality. In the other direction the integrand is zero on the interval.

```lean
/-- The Bloch wall profile solves the first-order wall equation `t' = √(K/A) sin t`. -/
theorem wallProfile_hasDerivAt (A K x : ℝ) :
    HasDerivAt (wallProfile A K) (√(K / A) * Real.sin (wallProfile A K x)) x := by
  have hsin : ∀ u : ℝ, Real.sin (2 * Real.arctan u) = 2 * u / (1 + u ^ 2) := by
    intro u
    have hr : √(1 + u ^ 2) ^ 2 = 1 + u ^ 2 := Real.sq_sqrt (by positivity)
    rw [Real.sin_two_mul, Real.sin_arctan, Real.cos_arctan]
    calc 2 * (u / √(1 + u ^ 2)) * (1 / √(1 + u ^ 2))
        = 2 * u / √(1 + u ^ 2) ^ 2 := by ring
      _ = 2 * u / (1 + u ^ 2) := by rw [hr]
  have h := ((hasDerivAt_mul_const (x := x) (√(K / A))).exp.arctan).const_mul (2 : ℝ)
  refine h.congr_deriv ?_
  unfold wallProfile
  rw [hsin]
  ring
```

This is the calculation with $u=e^{cx}$: `hsin` is the double-angle formula, and the chain rule gives the derivative. No sign condition on `A` or `K` appears, since the calculation works for any real number $c$.

```lean
/-- For `A, K > 0` the Bloch wall profile attains the bound on every interval `[a, b]`
with `a < b`. -/
theorem wallProfile_energy {A K : ℝ} (hA : 0 < A) (hK : 0 < K) {a b : ℝ} (hab : a < b) :
    wallEnergy A K (wallProfile A K) a b =
      2 * √(A * K) * (Real.cos (wallProfile A K a) - Real.cos (wallProfile A K b)) := by
  have hC : ContDiff ℝ 1 (wallProfile A K) :=
    contDiff_const.mul ((contDiff_id.mul contDiff_const).exp.arctan)
  exact (wallEnergy_eq_iff hA hK.le hC hab).mpr
    (fun x _ => (wallProfile_hasDerivAt A K x).deriv)
```

The profile is continuously differentiable and solves the first-order equation, so the characterisation applies. The energy is nonnegative and $\sqrt{AK}>0$, so the difference of cosines is nonnegative too and equals its absolute value in the bound.

## The wall between two infinite domains

```lean
/-- For an angle that goes from `0` at `-∞` to `π` at `+∞`, the boundary term on `[-L, L]`
tends to `4 √(AK)` as `L` grows. -/
theorem boundary_tendsto (A K : ℝ) {t : ℝ → ℝ} (h0 : Tendsto t atBot (𝓝 0))
    (hpi : Tendsto t atTop (𝓝 Real.pi)) :
    Tendsto (fun L => 2 * √(A * K) * (Real.cos (t (-L)) - Real.cos (t L))) atTop
      (𝓝 (4 * √(A * K))) := by
  have h1 := (Real.continuous_cos.tendsto 0).comp (h0.comp tendsto_neg_atTop_atBot)
  have h2 := (Real.continuous_cos.tendsto Real.pi).comp hpi
  have h := (h1.sub h2).const_mul (2 * √(A * K))
  have e : 2 * √(A * K) * (1 - -1) = 4 * √(A * K) := by ring
  rw [Real.cos_zero, Real.cos_pi, e] at h
  exact h
```

`atBot` and `atTop` stand for $x\to-\infty$ and $x\to+\infty$. The proof composes these limits with the continuous cosine.

```lean
/-- Let `A, K ≥ 0` and let a continuously differentiable angle go from `0` at `-∞` to `π` at
`+∞`. If its energy on `[-L, L]` converges to `E`, then `E ≥ 4 √(AK)`. -/
theorem full_wall_bound {A K : ℝ} (hA : 0 ≤ A) (hK : 0 ≤ K) {t : ℝ → ℝ}
    (ht : ContDiff ℝ 1 t) (h0 : Tendsto t atBot (𝓝 0)) (hpi : Tendsto t atTop (𝓝 Real.pi))
    {E : ℝ} (hE : Tendsto (fun L => wallEnergy A K t (-L) L) atTop (𝓝 E)) :
    4 * √(A * K) ≤ E := by
  refine le_of_tendsto_of_tendsto (boundary_tendsto A K h0 hpi) hE ?_
  filter_upwards [eventually_ge_atTop (0 : ℝ)] with L hL
  exact le_trans (mul_le_mul_of_nonneg_left (le_abs_self _) (by positivity))
    (bloch_wall_bound hA hK ht (by linarith))
```

The total energy `E` is the limit of the energy on $[-L,L]$, and the existence of this limit is a hypothesis. The interval bound holds for every $L\ge0$, and the inequality passes to the limit.

```lean
/-- For `A, K > 0` the energy of the Bloch wall profile on `[-L, L]` tends to `4 √(AK)`
as `L` grows. -/
theorem wallProfile_total_energy {A K : ℝ} (hA : 0 < A) (hK : 0 < K) :
    Tendsto (fun L => wallEnergy A K (wallProfile A K) (-L) L) atTop
      (𝓝 (4 * √(A * K))) := by
  have hc : 0 < √(K / A) := Real.sqrt_pos.mpr (div_pos hK hA)
  -- the profile joins the two domains
  have h0 : Tendsto (wallProfile A K) atBot (𝓝 0) := by
    have h := ((Real.continuous_arctan.tendsto 0).comp
      (Real.tendsto_exp_atBot.comp (tendsto_id.atBot_mul_const hc))).const_mul (2 : ℝ)
    rw [Real.arctan_zero, mul_zero] at h
    exact h
  have hpi : Tendsto (wallProfile A K) atTop (𝓝 Real.pi) := by
    have h := ((Real.tendsto_arctan_atTop.mono_right nhdsWithin_le_nhds).comp
      (Real.tendsto_exp_atTop.comp (tendsto_id.atTop_mul_const hc))).const_mul (2 : ℝ)
    have e : 2 * (Real.pi / 2) = Real.pi := by ring
    rw [e] at h
    exact h
  refine (boundary_tendsto A K h0 hpi).congr' ?_
  filter_upwards [eventually_gt_atTop (0 : ℝ)] with L hL
  exact (wallProfile_energy hA hK (by linarith)).symm

end

end BlochWall
```

The proof first shows that the profile runs from $0$ to $\pi$, then replaces the boundary term by the energy, which equals it for every $L>0$. Together, the last two theorems make the profile a minimiser among continuously differentiable angles with these limits and convergent energy. They do not say that it is the only one.

The value $4\sqrt{AK}$ is an energy per unit area, measured from the state magnetised uniformly along the easy axis. It can serve as a reference for a micromagnetic simulation of a one-dimensional wall with exchange and uniaxial anisotropy only, up to the effects of discretisation and finite sample length.

```lean
#print axioms BlochWall.bloch_wall_bound
-- 'BlochWall.bloch_wall_bound' depends on axioms: [propext, Classical.choice, Quot.sound]
#print axioms BlochWall.full_wall_bound
-- 'BlochWall.full_wall_bound' depends on axioms: [propext, Classical.choice, Quot.sound]
#print axioms BlochWall.wallProfile_total_energy
-- 'BlochWall.wallProfile_total_energy' depends on axioms: [propext, Classical.choice, Quot.sound]
```

## A magnetisation vector in place of the angle

The wall could also have been modelled by a unit vector $\mathbf m(x)$ with energy density $A|\mathbf m'|^2+K(1-m_z^2)$, where $z$ is the easy axis. This would admit walls whose plane of rotation changes along $x$. The same bound would follow, with $m_z$ in the role of $\cos t$, from $|m_z'|\le|\mathbf m'|\sqrt{1-m_z^2}$. The equality case would change: for this energy density the magnetisation could turn in any fixed plane containing the easy axis, and the first-order equation would become one for a vector. The density still leaves out the magnetostatic energy, although a magnetisation whose component along $x$ varies does create magnetic charge inside the wall, and this costs additional energy.
